# Complex amplitudes of fixed magnitudes can be phased to give a prescribed sum if no magnitude, the sum's included, exceeds the total of the others

Take finitely many complex amplitudes whose magnitudes `r i` ≥ 0 are fixed and whose phases are free; `exists_polygon` says when they can superpose to a given complex number `w`. It is enough that `‖w‖` is at most the sum of the `r i`, and that each `r i` is at most `‖w‖` plus the sum of the other magnitudes. No normalisation is assumed, and geometrically the claim is that plane vectors of given lengths can be laid end to end to reach `w`. The proof is by induction on the finite index set `s`: when an index `a` is added, `exists_triangle` splits off from `w` a vector `x` of length `r a`, and the induction hypothesis handles the remainder `w - x`.

In Lean, a first try:

```lean
import Mathlib

open Finset

namespace ExistsPolygon

variable {ι : Type*} [Fintype ι]

/-- A vector `w` in the plane splits into two vectors of lengths `a` and `b` whenever
`‖w‖`, `a` and `b` obey the triangle inequalities and `a` is nonnegative. -/
theorem exists_triangle (w : ℂ) {a b : ℝ} (ha : 0 ≤ a) (h1 : |‖w‖ - a| ≤ b)
    (h2 : b ≤ ‖w‖ + a) : ∃ z : ℂ, ‖z‖ = a ∧ ‖w - z‖ = b := by
  obtain ⟨e, he, hw⟩ : ∃ e : ℂ, ‖e‖ = 1 ∧ (‖w‖ : ℂ) * e = w :=
    ⟨_, Complex.norm_exp_ofReal_mul_I _, Complex.norm_mul_exp_arg_mul_I w⟩
  -- turn a rod of length `a` from the direction of `w` to the opposite one
  have hf : Continuous fun θ : ℝ => ‖w - a * Complex.exp (θ * Complex.I) * e‖ := by
    fun_prop
  have h0 : ‖w - a * Complex.exp ((0 : ℝ) * Complex.I) * e‖ = |‖w‖ - a| := by
    have : w - a * Complex.exp ((0 : ℝ) * Complex.I) * e = ((‖w‖ - a : ℝ) : ℂ) * e := by
      rw [Complex.ofReal_zero, zero_mul, Complex.exp_zero, Complex.ofReal_sub]
      linear_combination -hw
    rw [this, norm_mul, he, mul_one, Complex.norm_real, Real.norm_eq_abs]
  have hp : ‖w - a * Complex.exp (Real.pi * Complex.I) * e‖ = ‖w‖ + a := by
    have : w - a * Complex.exp (Real.pi * Complex.I) * e = ((‖w‖ + a : ℝ) : ℂ) * e := by
      rw [Complex.exp_pi_mul_I, Complex.ofReal_add]
      linear_combination -hw
    rw [this, norm_mul, he, mul_one, Complex.norm_real,
      Real.norm_of_nonneg (add_nonneg (norm_nonneg w) ha)]
  obtain ⟨θ, _, hθ⟩ := intermediate_value_Icc Real.pi_pos.le hf.continuousOn
    (show b ∈ Set.Icc _ _ from ⟨h0.le.trans h1, h2.trans hp.ge⟩)
  refine ⟨a * Complex.exp (θ * Complex.I) * e, ?_, hθ⟩
  rw [norm_mul, norm_mul, he, Complex.norm_exp_ofReal_mul_I, Complex.norm_real,
    Real.norm_of_nonneg ha, mul_one, mul_one]

omit [Fintype ι] in
/-- Plane vectors of prescribed nonnegative lengths `r i` can be arranged to sum to `w`
if none of the lengths `r i` and `‖w‖` exceeds the sum of all the others. -/
theorem exists_polygon (r : ι → ℝ) (hr : ∀ i, 0 ≤ r i) (s : Finset ι) :
    ∀ w : ℂ, ‖w‖ ≤ ∑ i ∈ s, r i → (∀ i ∈ s, 2 * r i ≤ ‖w‖ + ∑ j ∈ s, r j) →
      ∃ z : ι → ℂ, (∀ i ∈ s, ‖z i‖ = r i) ∧ ∑ i ∈ s, z i = w := by
  classical
  induction s using Finset.induction_on with
  | empty =>
    intro w hw _
    rw [sum_empty] at hw
    exact ⟨fun _ => 0, by simp, by simp [norm_le_zero_iff.mp hw]⟩
  | insert a s ha ih =>
    intro w hw hi
    rw [sum_insert ha] at hw hi
    have hwa := hi a (mem_insert_self a s)
    have hra := hr a
    have hn := norm_nonneg w
    -- cut off side `a` by the longest admissible diagonal
    obtain ⟨x, hx, hd⟩ := exists_triangle w (b := min (∑ i ∈ s, r i) (‖w‖ + r a)) hra
      (le_min (abs_le.mpr ⟨by linarith, by linarith⟩)
        (abs_le.mpr ⟨by linarith, by linarith⟩)) (min_le_right _ _)
    obtain ⟨z, hz, hs⟩ := ih (w - x) (hd.le.trans (min_le_left _ _)) (by
      intro i his
      have h1 := single_le_sum (f := r) (fun j _ => hr j) his
      have h2 := hi i (mem_insert_of_mem his)
      have h3 : 2 * r i - ∑ j ∈ s, r j ≤ min (∑ j ∈ s, r j) (‖w‖ + r a) :=
        le_min (by linarith) (by linarith)
      rw [hd]
      linarith)
    have hne : ∀ i ∈ s, Function.update z a x i = z i := fun i his =>
      Function.update_of_ne (fun h => ha (h ▸ his)) _ _
    refine ⟨Function.update z a x, fun i his => ?_, ?_⟩
    · rcases mem_insert.mp his with h | h
      · rw [h, Function.update_self, hx]
      · rw [hne i h, hz i h]
    · rw [sum_insert ha, Function.update_self, sum_congr rfl hne, hs]
      ring

end ExistsPolygon
```

Messages:

```
Main.lean:66:42: error: invalid `▸` notation, expected result type of cast is 
  a ∈ s
however, the equality 
  h
of type 
  ?m.373 = ?m.374
does not contain the expected result type on either the left or the right hand side
```

Cause. The error lies in `hne`, which says that setting the value of `z` at `a` to `x` leaves `z i` unchanged for every `i` in `s`. For this, `Function.update_of_ne` needs a proof that `i ≠ a`. The attempt assumes an equality `h` and uses `h ▸ his` to turn `his : i ∈ s` into `a ∈ s`, which would contradict `ha`.

The argument is sound, but when Lean elaborated the `▸`, the two sides of `h` were still the unknowns `?m.373` and `?m.374`, not yet identified with `i` and `a`. Lean therefore had no concrete equality with which to relate `i ∈ s` to the expected `a ∈ s`, and it rejected the cast.

The repair supplies the inequality directly as `ne_of_mem_of_not_mem his ha`: an element of `s` differs from anything outside `s`. The types of `his` and `ha` fix the two sides as `i` and `a`, and no rewriting with `▸` is needed.

As a diff, the version that Lean accepts:

```diff
@@ -64,5 +64,5 @@
       linarith)
     have hne : ∀ i ∈ s, Function.update z a x i = z i := fun i his =>
-      Function.update_of_ne (fun h => ha (h ▸ his)) _ _
+      Function.update_of_ne (ne_of_mem_of_not_mem his ha) _ _
     refine ⟨Function.update z a x, fun i his => ?_, ?_⟩
     · rcases mem_insert.mp his with h | h
```
